# The velocity contribution of one separable projector has norm |D| times the projector's position spread, for bounded position operators

An electron with Hamiltonian $p^2/2m$ plus a local potential has the velocity operator $p/m$, because the potential commutes with position. A nonlocal pseudopotential does not commute with position, so the velocity $i[H,X]$, in units with $\hbar=1$, acquires the extra term $i[V,X]$. For a separable potential with a single projector function, $V=D|v\rangle\langle v|$, how large can this term be?

For a bounded symmetric $X$, a unit vector $v$ and a real strength $D$, the answer is an equality:

$$\bigl\|\,i[D|v\rangle\langle v|,X]\,\bigr\| = |D|\sqrt{\|Xv\|^2-\langle v,Xv\rangle^2}.$$

The square root is the standard deviation of position in the state $v$. For one-electron optical matrix elements, this gives the sharp norm bound on the nonlocal correction from a single projector, with position represented by a bounded operator.

## The state space and the separable potential

The states live in a complex inner product space $E$, which may have any dimension and need not be complete. The inner product $\langle x,y\rangle$, written `inner ℂ x y`, is conjugate-linear in $x$ and linear in $y$.

In Lean 4 with Mathlib:

```lean
import Mathlib

open Complex

namespace NonlocalVelocity

noncomputable section

variable {E : Type*} [NormedAddCommGroup E] [InnerProductSpace ℂ E]
```

The potential sends a state $y$ to

$$Vy = D\,\langle v,y\rangle\,v .$$

In the code, `innerSL ℂ v` is the functional $y\mapsto\langle v,y\rangle$, and `smulRight v` multiplies its value by the vector $v$. The type `E →L[ℂ] E` is that of continuous, that is bounded, linear operators. The strength $D$ is an energy, and it is real so that $V$ is Hermitian. The definition accepts any $v$; the normalisation $\|v\|=1$ enters later as a hypothesis. An unnormalised nonzero projector $\beta$ is treated by taking $v=\beta/\|\beta\|$ and absorbing $\|\beta\|^2$ into $D$.

```lean
/-- The separable potential `D |v⟩⟨v|` with real strength `D` and projector function `v`. -/
def separablePotential (D : ℝ) (v : E) : E →L[ℂ] E :=
  (D : ℂ) • (innerSL ℂ v).smulRight v
```

Write $W$ for the velocity contribution,

$$W = i(VX-XV),$$

where the product of operators is composition. Here $X$ is one Cartesian component of position.

```lean
/-- The velocity contribution `i [V, X]` of the separable potential `V = D |v⟩⟨v|`. -/
def velocity (D : ℝ) (v : E) (X : E →L[ℂ] E) : E →L[ℂ] E :=
  I • (separablePotential D v * X - X * separablePotential D v)
```

Boundedness of $X$ is a real restriction. It holds for a Hermitian matrix in a finite orthonormal basis and for multiplication by a coordinate on a bounded region, but not for position on all of space. In a finite basis, $Xv$ is the coordinate times the projector function, projected back onto the basis, and the spread below is the one computed from that projected vector. The model also has a single projector and no overlap operator, so it does not describe a full ultrasoft or projector augmented-wave Hamiltonian.

## Mean position, deviation and spread

The mean position in the state $v$ is

$$\bar x = \operatorname{Re}\langle v,Xv\rangle .$$

Taking the real part makes it a real number by definition; for symmetric $X$ nothing is lost, as shown below.

```lean
/-- The mean position `⟨v, X v⟩` (its real part). -/
def meanPosition (X : E →L[ℂ] E) (v : E) : ℝ := (inner ℂ v (X v)).re
```

Subtracting the mean gives the deviation vector

$$u = Xv-\bar x\,v .$$

```lean
/-- The deviation vector `(X - ⟨X⟩) v`. -/
def deviation (X : E →L[ℂ] E) (v : E) : E := X v - (meanPosition X v : ℂ) • v
```

The spread is

$$\Delta = \sqrt{\|Xv\|^2-\bar x^2}.$$

```lean
/-- The quantity `√(‖X v‖² - (Re ⟨v, X v⟩)²)`, which is the position spread of `v` when `X` is
symmetric and `v` is a unit vector. -/
def spread (X : E →L[ℂ] E) (v : E) : ℝ := √(‖X v‖ ^ 2 - meanPosition X v ^ 2)
```

## The deviation vector has length Δ

Two orthogonal vectors satisfy

$$\|x+y\|^2=\|x\|^2+2\operatorname{Re}\langle x,y\rangle+\|y\|^2=\|x\|^2+\|y\|^2 .$$

The proof expands the square with `norm_add_sq` and inserts the vanishing inner product.

```lean
/-- Pythagoras for orthogonal state vectors. -/
theorem norm_sq_add_of_orthogonal (x y : E) (h : inner ℂ x y = 0) :
    ‖x + y‖ ^ 2 = ‖x‖ ^ 2 + ‖y‖ ^ 2 := by
  rw [@norm_add_sq ℂ, h]
  simp
```

Symmetry of $X$ means $\langle Xa,b\rangle=\langle a,Xb\rangle$ for all $a,b$, which is the hypothesis `IsSymmetric`. With $a=b=v$ it gives

$$\overline{\langle v,Xv\rangle}=\langle Xv,v\rangle=\langle v,Xv\rangle ,$$

so $\langle v,Xv\rangle$ is real and equals $\bar x$. Since $\langle v,v\rangle=1$,

$$\langle v,u\rangle=\langle v,Xv\rangle-\bar x\langle v,v\rangle=\bar x-\bar x=0 .$$

In the proof, `hm` records the reality of the mean and `hvv` the normalisation.

```lean
/-- For a symmetric position operator and a unit vector `v`, the deviation vector is
orthogonal to `v`. -/
theorem inner_deviation (X : E →L[ℂ] E) (hX : (X : E →ₗ[ℂ] E).IsSymmetric)
    (v : E) (hv : ‖v‖ = 1) : inner ℂ v (deviation X v) = 0 := by
  have hvv : inner ℂ v v = (1 : ℂ) := by
    rw [inner_self_eq_norm_sq_to_K, hv]; simp
  -- symmetry makes the mean position real
  have hm : (meanPosition X v : ℂ) = inner ℂ v (X v) :=
    Complex.conj_eq_iff_re.mp (by rw [inner_conj_symm]; exact hX v v)
  rw [deviation, inner_sub_right, inner_smul_right, hvv, hm]
  ring
```

Now $Xv=u+\bar x\,v$ is an orthogonal decomposition, and Pythagoras gives

$$\|Xv\|^2=\|u\|^2+\bar x^2,\qquad\text{hence}\qquad \|u\|=\sqrt{\|Xv\|^2-\bar x^2}=\Delta .$$

This also shows that the quantity under the root is never negative. The proof applies the Pythagorean lemma to $u$ and $\bar x\,v$, identifies their sum with $Xv$, and takes the square root.

```lean
/-- The length of the deviation vector is the position spread. -/
theorem norm_deviation (X : E →L[ℂ] E) (hX : (X : E →ₗ[ℂ] E).IsSymmetric)
    (v : E) (hv : ‖v‖ = 1) : ‖deviation X v‖ = spread X v := by
  have h := norm_sq_add_of_orthogonal (deviation X v) ((meanPosition X v : ℂ) • v)
    (by rw [inner_smul_right, inner_eq_zero_symm.mp (inner_deviation X hX v hv), mul_zero])
  have e : deviation X v + (meanPosition X v : ℂ) • v = X v := by
    rw [deviation, sub_add_cancel]
  rw [e, norm_smul, hv, mul_one, Complex.norm_real, Real.norm_eq_abs, sq_abs] at h
  rw [spread, h, add_sub_cancel_right, Real.sqrt_sq (norm_nonneg _)]
```

## The commutator in terms of v and u

Apply $W$ to an arbitrary state $y$:

$$Wy=iD\bigl(\langle v,Xy\rangle v-\langle v,y\rangle Xv\bigr).$$

By symmetry $\langle v,Xy\rangle=\langle Xv,y\rangle=\langle u,y\rangle+\bar x\langle v,y\rangle$, and $Xv=u+\bar x\,v$. The two terms containing $\bar x\langle v,y\rangle v$ cancel, leaving

$$Wy=iD\bigl(\langle u,y\rangle v-\langle v,y\rangle u\bigr).$$

The cancellation reflects the fact that shifting the origin of position does not change a commutator. The normalisation of $v$ is not used here. In the proof, `h1` is the expression for $\langle u,y\rangle$, `change` unfolds the commutator, and `module` carries out the cancellation.

```lean
/-- The velocity contribution acts as `y ↦ i D (⟨u, y⟩ v - ⟨v, y⟩ u)`, where `u` is the
deviation vector. -/
theorem velocity_apply (D : ℝ) (X : E →L[ℂ] E) (hX : (X : E →ₗ[ℂ] E).IsSymmetric)
    (v y : E) : velocity D v X y =
      (I * D) • (inner ℂ (deviation X v) y • v - inner ℂ v y • deviation X v) := by
  have h1 : inner ℂ (deviation X v) y
      = inner ℂ v (X y) - (meanPosition X v : ℂ) * inner ℂ v y := by
    rw [deviation, inner_sub_left, inner_smul_left, Complex.conj_ofReal,
      show inner ℂ (X v) y = inner ℂ v (X y) from hX v y]
  change I • ((D : ℂ) • (inner ℂ v (X y) • v) - X ((D : ℂ) • (inner ℂ v y • v))) = _
  rw [map_smul, map_smul, h1, deviation]
  module
```

In a calculation with a single projector, the same formula gives the matrix element between orbitals $\psi_m$ and $\psi_n$ as

$$\langle\psi_m,W\psi_n\rangle=iD\bigl(\langle\psi_m,v\rangle\langle u,\psi_n\rangle-\langle\psi_m,u\rangle\langle v,\psi_n\rangle\bigr).$$

A program therefore needs only two overlaps per orbital, one with $v$ and one with $u$, and never has to form the commutator as a matrix. Using $Xv$ in place of $u$ gives the same matrix element. For the norm, computing $\|u\|$ directly is numerically safer than subtracting $\bar x^2$ from $\|Xv\|^2$ when the atom lies far from the origin, because the latter subtracts two large, nearly equal numbers.

## Apart from the factor |D|, no state is stretched by more than the spread

Let $u$ be any vector orthogonal to the unit vector $v$. Split $y$ along $v$:

$$y=z+\langle v,y\rangle v,\qquad \langle v,z\rangle=0,\qquad \|y\|^2=\|z\|^2+|\langle v,y\rangle|^2 .$$

Because $u\perp v$, the overlap $\langle u,y\rangle$ equals $\langle u,z\rangle$. The two terms of the output are orthogonal too, so

$$\begin{aligned}
\|\langle u,y\rangle v-\langle v,y\rangle u\|^2
&=|\langle u,z\rangle|^2+|\langle v,y\rangle|^2\|u\|^2\\
&\le\|u\|^2\|z\|^2+|\langle v,y\rangle|^2\|u\|^2\\
&=\|u\|^2\|y\|^2 .
\end{aligned}$$

The inequality is Cauchy–Schwarz applied to $u$ and $z$. Using it on $u$ and $z$, instead of $u$ and $y$, leaves room for the second term and produces the sharp constant.

In the proof, `hy` is the decomposition of $\|y\|^2$, `hL` that of the output, and `cs` the squared Cauchy–Schwarz inequality. The step with `sq_le_sq₀` reduces the claim to one about squares, and `nlinarith` combines the pieces.

```lean
/-- For a unit vector `v` and `u` orthogonal to it, the map `y ↦ ⟨u, y⟩ v - ⟨v, y⟩ u`
stretches no vector by more than `‖u‖`. -/
theorem rank_two_bound (u v y : E) (hv : ‖v‖ = 1) (huv : inner ℂ v u = 0) :
    ‖inner ℂ u y • v - inner ℂ v y • u‖ ≤ ‖u‖ * ‖y‖ := by
  have hvv : inner ℂ v v = (1 : ℂ) := by
    rw [inner_self_eq_norm_sq_to_K, hv]; simp
  -- split off the component of `y` along `v`
  obtain ⟨z, hz⟩ : ∃ z : E, z = y - inner ℂ v y • v := ⟨_, rfl⟩
  have hvz : inner ℂ v z = 0 := by
    rw [hz, inner_sub_right, inner_smul_right, hvv]; ring
  have huz : inner ℂ u y = inner ℂ u z := by
    rw [hz, inner_sub_right, inner_smul_right, inner_eq_zero_symm.mp huv]; ring
  have hy := norm_sq_add_of_orthogonal z (inner ℂ v y • v)
    (by rw [inner_smul_right, inner_eq_zero_symm.mp hvz, mul_zero])
  have e : z + inner ℂ v y • v = y := by rw [hz, sub_add_cancel]
  rw [e, norm_smul, hv, mul_one] at hy
  have hL := norm_sq_add_of_orthogonal (inner ℂ u y • v) (-(inner ℂ v y • u))
    (by rw [inner_neg_right, inner_smul_left, inner_smul_right, huv]; ring)
  rw [← sub_eq_add_neg, norm_neg, norm_smul, norm_smul, hv, mul_one] at hL
  -- Cauchy-Schwarz on the remaining component
  have cs := pow_le_pow_left₀ (norm_nonneg _) (norm_inner_le_norm (𝕜 := ℂ) u z) 2
  refine (sq_le_sq₀ (norm_nonneg _) (by positivity)).mp ?_
  rw [hL, mul_pow ‖u‖ ‖y‖, hy, huz]
  nlinarith [cs]
```

## The projector function attains the bound

The formula for $W$ and the bound just obtained give

$$\|Wy\|\le|D|\,\|u\|\,\|y\|=|D|\,\Delta\,\|y\|$$

for every $y$, so $\|W\|\le|D|\Delta$. For the reverse inequality take $y=v$. Since $\langle u,v\rangle=0$ and $\langle v,v\rangle=1$,

$$Wv=-iD\,u,\qquad \|Wv\|=|D|\,\Delta ,$$

and $\|v\|=1$, so $\|W\|\ge|D|\Delta$.

The theorem `norm_velocity` states the resulting equality with the square root written out. Its norm is the operator norm, the largest factor by which $W$ can stretch a state. The proof uses `le_antisymm` to separate the two inequalities: `opNorm_le_bound` turns the estimate for each $y$ into a bound on the norm, and `le_opNorm` evaluated at $v$ supplies the other direction. Setting $D=1$ gives the norm of $i[|v\rangle\langle v|,X]$ as exactly $\Delta$.

```lean
/-- The operator norm of the velocity contribution `i [D |v⟩⟨v|, X]` is exactly `|D|` times
the position spread of the unit vector `v`. -/
theorem norm_velocity (D : ℝ) (X : E →L[ℂ] E) (hX : (X : E →ₗ[ℂ] E).IsSymmetric)
    (v : E) (hv : ‖v‖ = 1) :
    ‖velocity D v X‖ = |D| * √(‖X v‖ ^ 2 - meanPosition X v ^ 2) := by
  change _ = |D| * spread X v
  have hvu := inner_deviation X hX v hv
  have hc : ‖I * (D : ℂ)‖ = |D| := by
    rw [norm_mul, Complex.norm_I, one_mul, Complex.norm_real, Real.norm_eq_abs]
  rw [← norm_deviation X hX v hv]
  apply le_antisymm
  · refine ContinuousLinearMap.opNorm_le_bound _ (by positivity) fun y => ?_
    rw [velocity_apply D X hX, norm_smul, hc, mul_assoc]
    exact mul_le_mul_of_nonneg_left (rank_two_bound _ v y hv hvu) (abs_nonneg D)
  · -- the bound is attained at the projector function itself
    have h := (velocity D v X).le_opNorm v
    have hvv : inner ℂ v v = (1 : ℂ) := by
      rw [inner_self_eq_norm_sq_to_K, hv]; simp
    rw [velocity_apply D X hX, inner_eq_zero_symm.mp hvu, hvv, zero_smul, one_smul,
      zero_sub, norm_smul, norm_neg, hc, hv, mul_one] at h
    exact h
```

The argument uses nothing about $X$ beyond boundedness and symmetry, so $X$ may equally be a bounded Hamiltonian $H$. With $D=1$ and the pure-state density operator $\rho=|v\rangle\langle v|$, the operator $i[\rho,H]=-i[H,\rho]$ is the right-hand side of the von Neumann equation. Its norm is then the energy spread of $v$: a pure state changes at a rate set by its energy uncertainty.

## When the contribution vanishes

If $D\neq0$, then $\|W\|=|D|\,\|u\|$ is zero exactly when $u=0$, that is, when

$$Xv=\bar x\,v .$$

The potential then contributes nothing to this Cartesian component of the velocity, because its projector function is an eigenvector of the operator $X$ that represents the coordinate. This can happen in a finite basis, and it always happens if the state space $E$ is one-dimensional. Multiplication by a coordinate on square-integrable functions over a region has no eigenvectors, so in that case the contribution never vanishes for $D\neq0$. The proof rewrites $W=0$ as $\|W\|=0$ and removes the nonzero factor $|D|$.

```lean
/-- A separable potential of nonzero strength gives no velocity contribution exactly when
its projector function is an eigenvector of position. -/
theorem velocity_eq_zero_iff (D : ℝ) (hD : D ≠ 0) (X : E →L[ℂ] E)
    (hX : (X : E →ₗ[ℂ] E).IsSymmetric) (v : E) (hv : ‖v‖ = 1) :
    velocity D v X = 0 ↔ X v = (meanPosition X v : ℂ) • v := by
  have h : ‖velocity D v X‖ = |D| * ‖deviation X v‖ := by
    rw [norm_deviation X hX v hv]
    exact norm_velocity D X hX v hv
  rw [← norm_eq_zero, h, mul_eq_zero, or_iff_right (abs_ne_zero.mpr hD), norm_eq_zero,
    deviation, sub_eq_zero]
```

## Two eigenstates of the velocity contribution

Suppose $\Delta\neq0$ and let $\sigma$ be either $\Delta$ or $-\Delta$. Set $w=u+i\sigma v$. From $\langle v,u\rangle=0$, $\langle v,v\rangle=1$ and $\langle u,u\rangle=\sigma^2$ follow

$$\langle v,w\rangle=i\sigma,\qquad \langle u,w\rangle=\sigma^2 ,$$

and therefore

$$Ww=iD(\sigma^2v-i\sigma u)=D\sigma\,(u+i\sigma v)=D\sigma\,w .$$

The vector $w$ is nonzero because its overlap with $v$ is $i\sigma\neq0$. Its squared length is $\|u\|^2+\sigma^2=2\Delta^2$, so the normalised eigenstate is

$$\frac{u+i\sigma v}{\sqrt2\,\Delta},$$

with equal weight on the projector function and on the normalised deviation. The two signs of $\sigma$ give the eigenvalues $\pm D\Delta$, whose magnitude is the operator norm. The projector function $v$ is stretched by the same factor, but it is not an eigenstate when $D\neq0$: $Wv$ is orthogonal to $v$, so the mean of $W$ in the state $v$ is zero.

The theorem `velocity_eigenvector` states both that $w\neq0$ and that the eigenvalue equation holds. In its proof, `h1` and `h2` are the two overlaps, and the final `linear_combination` uses $i^2=-1$ to match the coefficients of $u$.

```lean
/-- For nonzero spread and `σ` equal to plus or minus the spread, the vector `u + i σ v`,
with `u` the deviation vector, is an eigenvector of the velocity contribution with
eigenvalue `D σ`. -/
theorem velocity_eigenvector (D σ : ℝ) (X : E →L[ℂ] E)
    (hX : (X : E →ₗ[ℂ] E).IsSymmetric) (v : E) (hv : ‖v‖ = 1)
    (hs : spread X v ≠ 0) (hσ : σ = spread X v ∨ σ = -spread X v) :
    deviation X v + (I * σ) • v ≠ 0 ∧
      velocity D v X (deviation X v + (I * σ) • v)
        = ((D : ℂ) * σ) • (deviation X v + (I * σ) • v) := by
  have hvu := inner_deviation X hX v hv
  have hvv : inner ℂ v v = (1 : ℂ) := by
    rw [inner_self_eq_norm_sq_to_K, hv]; simp
  have hsq : spread X v ^ 2 = σ ^ 2 := by
    rcases hσ with h | h
    · rw [h]
    · rw [h, neg_sq]
  have hσ0 : σ ≠ 0 := by
    rcases hσ with h | h <;> rw [h]
    · exact hs
    · exact neg_ne_zero.mpr hs
  have huu : inner ℂ (deviation X v) (deviation X v) = (σ : ℂ) ^ 2 := by
    rw [inner_self_eq_norm_sq_to_K, norm_deviation X hX v hv]
    have h : ((spread X v : ℝ) : ℂ) ^ 2 = (σ : ℂ) ^ 2 := by exact_mod_cast hsq
    exact h
  have h1 : inner ℂ v (deviation X v + (I * σ) • v) = I * (σ : ℂ) := by
    rw [inner_add_right, inner_smul_right, hvu, hvv]; ring
  have h2 : inner ℂ (deviation X v) (deviation X v + (I * σ) • v) = (σ : ℂ) ^ 2 := by
    rw [inner_add_right, inner_smul_right, huu, inner_eq_zero_symm.mp hvu]; ring
  constructor
  · -- the overlap with `v` does not vanish
    intro h0
    rw [h0, inner_zero_right] at h1
    exact mul_ne_zero I_ne_zero (Complex.ofReal_ne_zero.mpr hσ0) h1.symm
  · rw [velocity_apply D X hX, h1, h2]
    have hI : I * I = -1 := Complex.I_mul_I
    linear_combination (norm := module) ((-(D : ℂ) * σ) * hI) • deviation X v

end

end NonlocalVelocity
```

```lean
#print axioms NonlocalVelocity.norm_velocity
-- 'NonlocalVelocity.norm_velocity' depends on axioms: [propext, Classical.choice, Quot.sound]
#print axioms NonlocalVelocity.velocity_eq_zero_iff
-- 'NonlocalVelocity.velocity_eq_zero_iff' depends on axioms: [propext, Classical.choice, Quot.sound]
#print axioms NonlocalVelocity.velocity_eigenvector
-- 'NonlocalVelocity.velocity_eigenvector' depends on axioms: [propext, Classical.choice, Quot.sound]
```
